# The resolvent of a finite Hermitian matrix exists at every non-real energy

For a finite complex Hermitian matrix `H` and a complex number w with non-zero imaginary part, the declaration states that the determinant of w − H is a unit, that is, non-zero. In physics, a Hamiltonian on a finite-dimensional state space has a resolvent (w − H)⁻¹ at every complex energy off the real axis. The attempt argues by contradiction: if the determinant vanished, there would be a non-zero vector v, not necessarily normalised, with Hv = wv. Letting H act to the right and then to the left in ⟨v, Hv⟩ gives w⟨v, v⟩ and w*⟨v, v⟩. Since ⟨v, v⟩ is not zero, it can be cancelled, which makes w real, against the hypothesis.

In Lean, a first try:

```lean
import Mathlib

open Matrix
open scoped ComplexOrder

namespace ResolventExists

noncomputable section

variable {n ι : Type*} [Fintype n] [DecidableEq n] [Fintype ι] [DecidableEq ι]

/-- For Hermitian `H` and a complex number `w` off the real axis, `w - H` is nonsingular. -/
theorem resolvent_exists {H : Matrix n n ℂ} (hH : H.IsHermitian) {w : ℂ} (hw : w.im ≠ 0) :
    IsUnit (w • (1 : Matrix n n ℂ) - H).det := by
  rw [isUnit_iff_ne_zero]
  intro hdet
  obtain ⟨v, hv, hv0⟩ := Matrix.exists_mulVec_eq_zero_iff.mpr hdet
  have hHv : H *ᵥ v = w • v := by
    rw [Matrix.sub_mulVec, Matrix.smul_mulVec, Matrix.one_mulVec] at hv0
    exact (sub_eq_zero.mp hv0).symm
  -- evaluate ⟨v, H v⟩ with H acting to the right and to the left
  have h1 : star v ⬝ᵥ (H *ᵥ v) = w * (star v ⬝ᵥ v) := by
    rw [hHv, dotProduct_smul, smul_eq_mul]
  have h2 : star v ⬝ᵥ (H *ᵥ v) = star w * (star v ⬝ᵥ v) := by
    have hb := congrArg star hHv
    rw [Matrix.star_mulVec, hH.eq, star_smul] at hb
    rw [Matrix.dotProduct_mulVec, hb, smul_dotProduct, smul_eq_mul]
  have hs : star v ⬝ᵥ v ≠ 0 := fun h => hv (dotProduct_star_self_eq_zero.mp
    (by rw [dotProduct_comm]; exact h))
  have hww : w = star w := mul_right_cancel₀ hs (h1.symm.trans h2)
  have him := congrArg Complex.im hww
  simp only [Complex.star_def, Complex.conj_im] at him
  exact hw (by linarith)

end

end ResolventExists
```

Compiling this gives:

```
Main.lean:29:30: error: Type mismatch
  h
has type
  star v ⬝ᵥ v = 0
but is expected to have type
  v ⬝ᵥ star v = 0
```

The error lies in the step showing that `star v ⬝ᵥ v` is non-zero. There `h` is the assumption `star v ⬝ᵥ v = 0`, and `dotProduct_star_self_eq_zero` is used to conclude that v is zero, contradicting `hv`. The message says that `h` was offered where `v ⬝ᵥ star v = 0` was expected.

That expected form was produced by the proof itself. The lemma asks for `star v ⬝ᵥ v = 0`, which is just what `h` says, but `rw [dotProduct_comm]` first swapped the two factors in the goal. The two products are equal, since complex multiplication commutes, but `exact h` needs the types to agree by definition, and Lean does not apply commutativity by itself.

The repair removes the rewrite and passes `h` directly to the lemma, whose hypothesis it already matches. The rest of the proof is unchanged.

As a diff, the version that Lean accepts:

```diff
@@ -26,6 +26,5 @@
     rw [Matrix.star_mulVec, hH.eq, star_smul] at hb
     rw [Matrix.dotProduct_mulVec, hb, smul_dotProduct, smul_eq_mul]
-  have hs : star v ⬝ᵥ v ≠ 0 := fun h => hv (dotProduct_star_self_eq_zero.mp
-    (by rw [dotProduct_comm]; exact h))
+  have hs : star v ⬝ᵥ v ≠ 0 := fun h => hv (dotProduct_star_self_eq_zero.mp h)
   have hww : w = star w := mul_right_cancel₀ hs (h1.symm.trans h2)
   have him := congrArg Complex.im hww
```
